# The error left by least-squares elemental corrections is the largest error of a balanced reaction with coefficients of norm at most one

Reactions are modelled here as real vectors of stoichiometric coefficients over a fixed finite list of compounds, and formation enthalpies are corrected by one constant per atom of each element. Within that model, the sum of squared errors left by an unweighted least-squares fit equals the largest squared error of any reaction that conserves every element and whose squared coefficients sum to at most one.

```lean
import Mathlib

open Matrix

namespace ElementalCorrections

variable {ι κ : Type*} [Fintype ι] [Fintype κ]

/-- Sum of squared formation-enthalpy errors left after subtracting the elemental
corrections `μ`, for compounds of composition `N` with original errors `e`. -/
def sqError (N : Matrix ι κ ℝ) (e : ι → ℝ) (μ : κ → ℝ) : ℝ :=
  (e - N *ᵥ μ) ⬝ᵥ (e - N *ᵥ μ)

/-- The elemental corrections `μ` are a least-squares fit to the errors `e`. -/
def IsFit (N : Matrix ι κ ℝ) (e : ι → ℝ) (μ : κ → ℝ) : Prop :=
  ∀ μ' : κ → ℝ, sqError N e μ ≤ sqError N e μ'

/-- The reaction with stoichiometric coefficients `ν` conserves every element. -/
def Balanced (N : Matrix ι κ ℝ) (ν : ι → ℝ) : Prop :=
  ν ᵥ* N = 0

lemma dot_self_nonneg {α : Type*} [Fintype α] (v : α → ℝ) : 0 ≤ v ⬝ᵥ v :=
  Finset.sum_nonneg fun i _ => mul_self_nonneg (v i)

/-- Change of the squared error when the elemental corrections are shifted by `d`:
a term linear in `d` and a quadratic one. -/
theorem sqError_add (N : Matrix ι κ ℝ) (e : ι → ℝ) (μ d : κ → ℝ) :
    sqError N e (μ + d) = sqError N e μ
      - 2 * (d ⬝ᵥ (Nᵀ *ᵥ (e - N *ᵥ μ))) + (N *ᵥ d) ⬝ᵥ (N *ᵥ d) := by
  have h : e - N *ᵥ (μ + d) = (e - N *ᵥ μ) - N *ᵥ d := by
    rw [Matrix.mulVec_add]; abel
  have h2 : d ⬝ᵥ (Nᵀ *ᵥ (e - N *ᵥ μ)) = (N *ᵥ d) ⬝ᵥ (e - N *ᵥ μ) := by
    rw [Matrix.dotProduct_mulVec, Matrix.vecMul_transpose]
  unfold sqError
  rw [h, h2]
  generalize e - N *ᵥ μ = r
  generalize N *ᵥ d = c
  rw [sub_dotProduct, dotProduct_sub, dotProduct_sub, dotProduct_comm r c]
  ring

/-- Normal equations: elemental corrections are a least-squares fit exactly when the
remaining errors, weighted by composition, sum to zero for each element. -/
theorem isFit_iff_normal (N : Matrix ι κ ℝ) (e : ι → ℝ) (μ : κ → ℝ) :
    IsFit N e μ ↔ Nᵀ *ᵥ (e - N *ᵥ μ) = 0 := by
  constructor
  · intro h
    -- `g` is a negative multiple of the gradient; a step along it cannot lower the error of a fit
    set g := Nᵀ *ᵥ (e - N *ᵥ μ) with hg
    have hC := dot_self_nonneg (N *ᵥ g)
    set C := (N *ᵥ g) ⬝ᵥ (N *ᵥ g) with hCdef
    obtain ⟨t, ht⟩ : ∃ t : ℝ, t * (C + 1) = g ⬝ᵥ g :=
      ⟨(g ⬝ᵥ g) / (C + 1), div_mul_cancel₀ _ (by linarith)⟩
    have h1 := h (μ + t • g)
    rw [sqError_add, ← hg, Matrix.mulVec_smul, smul_dotProduct, smul_dotProduct,
      dotProduct_smul, ← hCdef, ← ht] at h1
    simp only [smul_eq_mul] at h1
    have h2 : t ^ 2 ≤ 0 := by nlinarith [mul_nonneg (sq_nonneg t) hC]
    have h3 : t = 0 := pow_eq_zero_iff (two_ne_zero) |>.1 (le_antisymm h2 (sq_nonneg t))
    rw [h3, zero_mul] at ht
    exact dotProduct_self_eq_zero.1 ht.symm
  · intro h μ'
    have h1 := sqError_add N e μ (μ' - μ)
    rw [h, dotProduct_zero, add_sub_cancel] at h1
    linarith [dot_self_nonneg (N *ᵥ (μ' - μ))]

/-- A least-squares fit of elemental corrections exists for every composition matrix
and every set of errors. -/
theorem exists_fit (N : Matrix ι κ ℝ) (e : ι → ℝ) : ∃ μ, IsFit N e μ := by
  classical
  -- the range of `Nᵀ N` lies in that of `Nᵀ`, and the ranks agree, so the ranges are equal
  have hle : LinearMap.range (Nᵀ * N).mulVecLin ≤ LinearMap.range Nᵀ.mulVecLin := by
    rintro _ ⟨x, rfl⟩
    exact ⟨N *ᵥ x, by simp⟩
  have hrank : (Nᵀ * N).rank = Nᵀ.rank := by
    rw [Matrix.rank_transpose_mul_self, Matrix.rank_transpose]
  have heq := Submodule.eq_of_le_of_finrank_eq hle hrank
  have hm : Nᵀ *ᵥ e ∈ LinearMap.range (Nᵀ * N).mulVecLin := by
    rw [heq]
    exact ⟨e, rfl⟩
  obtain ⟨μ, hμ⟩ := hm
  refine ⟨μ, (isFit_iff_normal N e μ).2 ?_⟩
  rw [Matrix.mulVec_sub, Matrix.mulVec_mulVec, sub_eq_zero]
  exact hμ.symm

/-- Given one least-squares fit, other elemental corrections are a fit too exactly when they give
each compound the same correction as that fit does. -/
theorem isFit_iff_same_correction {N : Matrix ι κ ℝ} {e : ι → ℝ} {μ : κ → ℝ}
    (h : IsFit N e μ) (μ' : κ → ℝ) : IsFit N e μ' ↔ N *ᵥ μ' = N *ᵥ μ := by
  constructor
  · intro h'
    have h1 := sqError_add N e μ (μ' - μ)
    rw [(isFit_iff_normal N e μ).1 h, dotProduct_zero, add_sub_cancel] at h1
    have h2 : (N *ᵥ (μ' - μ)) ⬝ᵥ (N *ᵥ (μ' - μ)) = 0 :=
      le_antisymm (by linarith [h' μ]) (dot_self_nonneg _)
    have h3 := dotProduct_self_eq_zero.1 h2
    rwa [Matrix.mulVec_sub, sub_eq_zero] at h3
  · intro h' μ''
    have h1 : sqError N e μ' = sqError N e μ := by unfold sqError; rw [h']
    rw [h1]
    exact h μ''

/-- Elemental corrections leave the error of a balanced reaction unchanged. -/
theorem balanced_error_unchanged {N : Matrix ι κ ℝ} {ν : ι → ℝ} (hν : Balanced N ν)
    (e : ι → ℝ) (μ : κ → ℝ) : ν ⬝ᵥ (e - N *ᵥ μ) = ν ⬝ᵥ e := by
  unfold Balanced at hν
  rw [dotProduct_sub, Matrix.dotProduct_mulVec, hν, zero_dotProduct, sub_zero]

/-- The errors left by a least-squares fit, read as stoichiometric coefficients, form a
balanced reaction. -/
theorem residual_balanced {N : Matrix ι κ ℝ} {e : ι → ℝ} {μ : κ → ℝ}
    (h : IsFit N e μ) : Balanced N (e - N *ᵥ μ) := by
  unfold Balanced
  rw [← Matrix.mulVec_transpose]
  exact (isFit_iff_normal N e μ).1 h

/-- The squared error left by a least-squares fit of elemental corrections is the largest
squared error of any balanced reaction whose squared coefficients sum to at most one. -/
theorem fit_error_eq_worst_reaction {N : Matrix ι κ ℝ} {e : ι → ℝ} {μ : κ → ℝ}
    (h : IsFit N e μ) :
    IsGreatest {x : ℝ | ∃ ν : ι → ℝ, Balanced N ν ∧ ν ⬝ᵥ ν ≤ 1 ∧ x = (ν ⬝ᵥ e) ^ 2}
      (sqError N e μ) := by
  have hb := residual_balanced h
  have hre := balanced_error_unchanged hb e μ
  have hS : 0 ≤ sqError N e μ := dot_self_nonneg (e - N *ᵥ μ)
  constructor
  · by_cases h0 : sqError N e μ = 0
    · exact ⟨0, by simp [Balanced], by simp, by simp [h0]⟩
    · -- the normalised residual is the worst reaction
      have ha : (√(sqError N e μ))⁻¹ ^ 2 * sqError N e μ = 1 := by
        rw [inv_pow, Real.sq_sqrt hS, inv_mul_cancel₀ h0]
      refine ⟨(√(sqError N e μ))⁻¹ • (e - N *ᵥ μ), ?_, ?_, ?_⟩
      · unfold Balanced at hb ⊢
        rw [Matrix.smul_vecMul, hb, smul_zero]
      · rw [smul_dotProduct, dotProduct_smul, smul_eq_mul, smul_eq_mul]
        change _ * (_ * sqError N e μ) ≤ 1
        linarith
      · rw [smul_dotProduct, ← hre, smul_eq_mul]
        change _ = (_ * sqError N e μ) ^ 2
        linear_combination (-sqError N e μ) * ha
  · rintro x ⟨ν, hν, hn, rfl⟩
    -- remove the correction, then apply Cauchy-Schwarz
    rw [← balanced_error_unchanged hν e μ]
    have hcs : (ν ⬝ᵥ (e - N *ᵥ μ)) ^ 2 ≤ (ν ⬝ᵥ ν) * sqError N e μ := by
      have h1 := Finset.sum_mul_sq_le_sq_mul_sq Finset.univ ν (e - N *ᵥ μ)
      simp only [sq (ν _), sq ((e - N *ᵥ μ) _)] at h1
      exact h1
    exact hcs.trans (mul_le_of_le_one_left hS hn)

/-- The errors of the compounds are exactly sums of elemental contributions if and only if
every balanced reaction is free of error. -/
theorem additive_iff_reactions_exact (N : Matrix ι κ ℝ) (e : ι → ℝ) :
    (∃ μ, e = N *ᵥ μ) ↔ ∀ ν, Balanced N ν → ν ⬝ᵥ e = 0 := by
  constructor
  · rintro ⟨μ, hμ⟩ ν hν
    rw [← balanced_error_unchanged hν e μ, sub_eq_zero.2 hμ, dotProduct_zero]
  · intro h
    obtain ⟨μ, hμ⟩ := exists_fit N e
    have hb := residual_balanced hμ
    have h1 := (balanced_error_unchanged hb e μ).trans (h _ hb)
    exact ⟨μ, sub_eq_zero.1 (dotProduct_self_eq_zero.1 h1)⟩

end ElementalCorrections
```

```lean
#print axioms ElementalCorrections.isFit_iff_same_correction
-- 'ElementalCorrections.isFit_iff_same_correction' depends on axioms: [propext, Classical.choice, Quot.sound]
#print axioms ElementalCorrections.fit_error_eq_worst_reaction
-- 'ElementalCorrections.fit_error_eq_worst_reaction' depends on axioms: [propext, Classical.choice, Quot.sound]
#print axioms ElementalCorrections.additive_iff_reactions_exact
-- 'ElementalCorrections.additive_iff_reactions_exact' depends on axioms: [propext, Classical.choice, Quot.sound]
```

## Compositions, errors and reactions as vectors

Let $i$ label the compounds and $k$ the elements. The entry $N_{ik}$ of the composition matrix is the number of atoms of element $k$ in one formula unit of compound $i$. The number $e_i$ is the error of the computed formation enthalpy of compound $i$, computed minus reference, per formula unit. An elemental correction $\mu_k$ is an enthalpy per atom of element $k$; physically it is a shift of the reference energy of that element. After the correction, the error of compound $i$ is
$$r_i = e_i - \sum_k N_{ik}\mu_k, \qquad\text{or}\qquad r = e - N\mu .$$

In the file, `ι` is the type of compounds and `κ` the type of elements, both finite. The product $N\mu$ is written `N *ᵥ μ`, and the dot product is `⬝ᵥ`. Three definitions carry the physics:

- `sqError N e μ` is $S(\mu) = r\cdot r$, the sum of squared remaining errors. Minimising it is the same as minimising the Euclidean norm of $r$.
- `IsFit N e μ` says that $S(\mu)\le S(\mu')$ for every $\mu'$, so a fit is a global minimiser.
- `Balanced N ν` says that $\nu^T N = 0$, or $\sum_i \nu_i N_{ik}=0$ for each element $k$. With $\nu_i$ negative for reactants and positive for products, this is conservation of every element.

By Hess's law, the error of the reaction enthalpy is $\nu\cdot e$ before the correction and $\nu\cdot r$ after it.

The entries of $N$ and $\nu$ may be any real numbers, so the theorems don't use the fact that atom counts are non-negative integers. All compounds have equal weight in the fit, and an element has the same correction in every compound, whatever its oxidation state. Only listed compounds take part in a reaction. The formation of water from hydrogen and oxygen conserves atoms, but with water as its only listed species it is not `Balanced`, and its enthalpy does change with $\mu$, as the correction intends.

## The normal equations

The normal equations follow from how $S$ changes when $\mu$ is shifted by $d$. The remaining error becomes $r - Nd$, so
$$S(\mu+d) = (r-Nd)\cdot(r-Nd) = S(\mu) - 2\,d\cdot N^Tr + (Nd)\cdot(Nd).$$
This is `sqError_add`. Its proof moves $N$ across the dot product, expands, and leaves the collection of terms to `ring`.

The theorem `isFit_iff_normal` states that $\mu$ is a fit if and only if $N^T(e-N\mu)=0$. For each element, the remaining errors weighted by the number of its atoms sum to zero.

Suppose first that $N^Tr=0$. For any $\mu'$, put $d=\mu'-\mu$. The linear term vanishes and $S(\mu') = S(\mu) + (Nd)\cdot(Nd) \ge S(\mu)$, so $\mu$ is a fit.

Now suppose that $\mu$ is a fit, and let $g = N^Tr$, which points along the direction of steepest descent of $S$. Let $C = (Ng)\cdot(Ng)\ge 0$. A step $d=tg$ can't lower $S$, so
$$2t\,(g\cdot g) \le t^2 C .$$
Choose $t = (g\cdot g)/(C+1)$, which is defined even if $C=0$. Then $g\cdot g = t(C+1)$, and the inequality becomes $2t^2(C+1)\le t^2C$, or $t^2(C+2)\le 0$. Hence $t=0$, so $g\cdot g=0$ and $g=0$. The Lean proof takes the same step, and `nlinarith` supplies the inequality $t^2\le 0$.

## A fit exists, though its elemental values may be arbitrary

The normal equations read $N^TN\mu = N^Te$. The mistake that invites itself here is to write $\mu=(N^TN)^{-1}N^Te$ without asking whether the inverse exists. Take ethene, $\mathrm{C_2H_4}$, and propene, $\mathrm{C_3H_6}$, as the only compounds. Hydrogen and carbon always occur in the ratio two to one, the columns of $N$ are proportional, and $N^TN$ is singular. Adding $2a$ to the carbon correction and $-a$ to the hydrogen correction changes nothing for either compound.

A solution exists all the same. If $N^TNx=0$, then $(Nx)\cdot(Nx)=x\cdot N^TNx=0$ and so $Nx=0$. Thus $N^TN$ and $N$ have the same kernel and therefore the same rank, which is also the rank of $N^T$. Every vector $N^TNx$ lies in the range of $N^T$, and two subspaces of equal finite dimension, one inside the other, coincide. Since $N^Te$ is in the range of $N^T$, it is also in the range of $N^TN$, and some $\mu$ solves the equations. In `exists_fit`, `hle` is the inclusion, `hrank` the equality of ranks, and `heq` the equality of ranges.

What the fit does determine is the correction of each compound. Given a fit $\mu$, `isFit_iff_same_correction` says that $\mu'$ is a fit if and only if $N\mu'=N\mu$. With $d=\mu'-\mu$ and the normal equations for $\mu$, the expansion gives $S(\mu')=S(\mu)+(Nd)\cdot(Nd)$. If $\mu'$ is a fit too, then $S(\mu')\le S(\mu)$, which forces $Nd=0$. Conversely, equal corrections give equal squared errors, so $\mu'$ is as good as $\mu$.

## The correction drops out of balanced reactions

For a balanced $\nu$ and any $\mu$, fitted or not,
$$\nu\cdot(e-N\mu) = \nu\cdot e - (\nu^TN)\cdot\mu = \nu\cdot e .$$
This is `balanced_error_unchanged`, and its proof is the same line of algebra. For electronic-structure thermochemistry it means that corrections with one constant per element can improve formation enthalpies but leave the enthalpy of every balanced reaction among the listed compounds as it was.

The file states this in one direction only; the converse comes from the choice $\mu=N^T\nu$, for which $\nu\cdot N\mu=(N^T\nu)\cdot(N^T\nu)$ vanishes only if $\nu$ is balanced.

## The residual is the worst reaction

For a fit, the normal equations $N^Tr=0$ can be transposed to $r^TN=0$. That is the condition for a balanced reaction, with the remaining errors read as stoichiometric coefficients (up to their unit). The lemma `residual_balanced` records this change of reading.

The error of a reaction doubles when all its coefficients are doubled, so if any balanced reaction has a nonzero error, there is no largest error until the scale is limited. The condition $\nu\cdot\nu\le1$ does this. The theorem `fit_error_eq_worst_reaction` then says that, for a fit $\mu$,
$$S(\mu) = \max\{(\nu\cdot e)^2 : \nu^TN=0,\ \nu\cdot\nu\le 1\}.$$
In Lean, `IsGreatest` has two parts: $S(\mu)$ is one of the values in the set, and no value in the set exceeds it.

For the upper bound, let $\nu$ be an allowed reaction. Since the correction drops out, the Cauchy–Schwarz inequality gives
$$(\nu\cdot e)^2 = (\nu\cdot r)^2 \le (\nu\cdot\nu)(r\cdot r) \le S(\mu).$$
In the file this is the second bullet, where `hcs` is the Cauchy–Schwarz step.

For attainment, suppose first that $S(\mu)=0$. The empty reaction $\nu=0$ then gives the value zero. Otherwise take $\nu=r/\sqrt{S(\mu)}$, which is balanced because $r$ is, and has $\nu\cdot\nu=1$. Applying the invariance to the reaction $r$ itself gives $r\cdot e=r\cdot r=S(\mu)$, so
$$\nu\cdot e = \frac{r\cdot e}{\sqrt{S(\mu)}} = \sqrt{S(\mu)},$$
and the square is $S(\mu)$. The proof separates the same two cases with `by_cases`, and `ha` holds the normalisation.

A small example shows the numbers at work. Take ethene, methane and ethane, in that order, with the reaction
$$\mathrm{C_2H_4 + 2\,CH_4 \to 2\,C_2H_6}, \qquad \nu=(-1,-2,2).$$
It conserves carbon and hydrogen, and every balanced reaction among these three compounds is a multiple of it. Let $q=\nu\cdot e$ be its error. Since $\nu\cdot\nu=9$, the normalised reaction is $\nu/3$, with error $q/3$. The fit therefore leaves a sum of squared errors of $q^2/9$, and the remaining errors are $r=(q/9)\,\nu$. Two elemental parameters fitted to three compounds leave one combination of errors untouched, and it is the error of this reaction.

## When elemental corrections remove the whole error

The last theorem, `additive_iff_reactions_exact`, treats the case of a perfect fit: $e=N\mu$ for some $\mu$ if and only if $\nu\cdot e=0$ for every balanced $\nu$. Errors are sums of elemental contributions exactly when all balanced reactions are free of error.

If $e=N\mu$, the corrected errors are zero, and a balanced reaction has $\nu\cdot e=\nu\cdot(e-N\mu)=0$. In the other direction, take a fit, which exists by `exists_fit`. Its residual $r$ is a balanced reaction, so by assumption $r\cdot e=0$. But $r\cdot e=r\cdot r$, hence $r=0$ and $e=N\mu$.
